# The generating function of the physicists' Hermite polynomials

Hermite polynomials can be defined by a recurrence, by derivatives of a Gaussian, or by their generating function. Here the recurrence is the definition:

$$H_0=1,\qquad H_1=2x,\qquad H_{n+2}=2x\,H_{n+1}-2(n+1)H_n .$$

The other two descriptions then become theorems. Since the recurrence needs only ring operations, one definition covers real and complex arguments.

## From the recurrence to the exponential

The claim is that, for all real or complex $x$ and $t$,

$$\sum_{n=0}^{\infty}\frac{H_n(x)\,t^n}{n!}=e^{2xt-t^2}.$$

**Lowering rule.** We show $H_{n+1}'=2(n+1)H_n$. Directly, $H_1'=2=2H_0$, and $H_2=4x^2-2$ gives $H_2'=8x=4H_1$. If the rule holds for $H_{n+1}'$ and $H_{n+2}'$, differentiating $H_{n+3}=2xH_{n+2}-2(n+2)H_{n+1}$ gives

$$\begin{aligned}
H_{n+3}'&=2H_{n+2}+2(n+2)\bigl[2xH_{n+1}-2(n+1)H_n\bigr]\\
&=2H_{n+2}+2(n+2)H_{n+2}=2(n+3)H_{n+2}.
\end{aligned}$$

**Raising rule.** By the recurrence, $2(n+1)H_n=2xH_{n+1}-H_{n+2}$, so the lowering rule reads $H_{n+1}'=2xH_{n+1}-H_{n+2}$. For order zero, $0=2x\cdot 1-2x$. Hence $H_n'=2xH_n-H_{n+1}$ for every $n$.

**Moving the centre.** Let $c$ be the centre of a Gaussian and $u=x-c$, so $du/dc=-1$. Then

$$\frac{d}{dc}\bigl[H_n(u)e^{-u^2}\bigr]=\bigl[-2uH_n(u)+H_{n+1}(u)+2uH_n(u)\bigr]e^{-u^2}=H_{n+1}(u)e^{-u^2}.$$

Starting from $H_0=1$, the $n$-th centre derivative of $e^{-(x-c)^2}$ is therefore $H_n(x-c)e^{-(x-c)^2}$.

**Taylor series.** The Gaussian is an entire function of $c$, so its Taylor series about $c=0$ converges at every $c=t$:

$$e^{-(x-t)^2}=\sum_{n=0}^{\infty}\frac{t^n}{n!}H_n(x)e^{-x^2}.$$

Multiplying by $e^{x^2}$ and using $x^2-(x-t)^2=2xt-t^2$ proves the claim.

**A displaced Gaussian.** Let $\alpha\ge 0$ be an exponent, $A$ a centre and $d$ a displacement. Replace $x$ by $\sqrt\alpha(x-A)$ and $t$ by $\sqrt\alpha\,d$, then multiply by $e^{-\alpha(x-A)^2}$. The total exponent is

$$2\alpha(x-A)d-\alpha d^2-\alpha(x-A)^2=-\alpha(x-A-d)^2,$$

and so

$$e^{-\alpha(x-A-d)^2}=\sum_{n=0}^{\infty}\frac{(\sqrt\alpha\,d)^n}{n!}\,H_n\bigl(\sqrt\alpha(x-A)\bigr)e^{-\alpha(x-A)^2}.$$

In electronic structure, for $\alpha>0$, this re-expands a Gaussian basis function about a neighbouring centre, here for a single unnormalised s-type primitive in one dimension.

## The development in Lean

```lean
import Mathlib

namespace HermiteGeneratingFunction
```

`hermite n x` is the value $H_n(x)$ in a commutative ring `R`; it is a function, not an object of Mathlib's polynomial type.

```lean
/-- The physicists' Hermite polynomials as functions, given by
`H₀ = 1`, `H₁ = 2x` and `Hₙ₊₂ = 2x Hₙ₊₁ - 2(n+1) Hₙ`. -/
def hermite {R : Type*} [CommRing R] : ℕ → R → R
  | 0, _ => 1
  | 1, x => 2 * x
  | n + 2, x => 2 * x * hermite (n + 1) x - 2 * ((n : R) + 1) * hermite n x
```

The recurrence is restated as a rewriting rule for the later proofs.

```lean
/-- The three-term recurrence of the Hermite polynomials. -/
theorem hermite_add_two {R : Type*} [CommRing R] (n : ℕ) (x : R) :
    hermite (n + 2) x =
      2 * x * hermite (n + 1) x - 2 * ((n : R) + 1) * hermite n x := by
  rw [hermite]
```

`HasDerivAt f f' z` says that `f` has derivative `f'` at `z`. The induction has two base cases and assumes the two preceding orders, as in the calculation above; `ring` collects the terms.

```lean
/-- Lowering rule: the derivative of `Hₙ₊₁` is `2(n+1) Hₙ`. -/
theorem hasDerivAt_hermite_succ (n : ℕ) (z : ℂ) :
    HasDerivAt (fun w : ℂ => hermite (n + 1) w)
      (2 * ((n : ℂ) + 1) * hermite n z) z := by
  have h2 : HasDerivAt (fun w : ℂ => 2 * w) 2 z := by
    simpa using (hasDerivAt_id' z).const_mul (2 : ℂ)
  induction n using Nat.twoStepInduction with
  | zero => simpa [hermite] using h2
  | one =>
    have e : (fun w : ℂ => hermite (1 + 1) w) = fun w => 2 * w * (2 * w) - 2 := by
      funext w
      show hermite (0 + 2) w = _
      rw [hermite_add_two]
      simp [hermite]
    rw [e]
    refine ((h2.fun_mul h2).sub_const 2).congr_deriv ?_
    rw [show hermite 1 z = 2 * z from rfl]
    push_cast
    ring
  | more n ih0 ih1 =>
    -- differentiate the recurrence and use the rule for the two lower orders
    have e : (fun w : ℂ => hermite (n + 2 + 1) w) = fun w =>
        2 * w * hermite (n + 1 + 1) w
          - 2 * (((n + 1 : ℕ) : ℂ) + 1) * hermite (n + 1) w := by
      funext w
      exact hermite_add_two (n + 1) w
    rw [e]
    refine ((h2.fun_mul ih1).fun_sub (ih0.const_mul _)).congr_deriv ?_
    simp only [hermite_add_two]
    push_cast
    ring
```

The raising rule treats order zero separately and rewrites the lowering rule for the rest.

```lean
/-- Raising rule: the derivative of `Hₙ` at `z` is `2z Hₙ(z) - Hₙ₊₁(z)`. -/
theorem hasDerivAt_hermite (n : ℕ) (z : ℂ) :
    HasDerivAt (fun w : ℂ => hermite n w)
      (2 * z * hermite n z - hermite (n + 1) z) z := by
  cases n with
  | zero =>
    have e : (fun w : ℂ => hermite 0 w) = fun _ => 1 := by
      funext w
      simp [hermite]
    rw [e]
    exact (hasDerivAt_const z (1 : ℂ)).congr_deriv (by simp [hermite])
  | succ n =>
    refine (hasDerivAt_hermite_succ n z).congr_deriv ?_
    simp only [hermite_add_two]
    ring
```

Next comes the centre derivative. `hu` is $du/dc=-1$, `hq` differentiates the exponent, and `hH` is the chain rule for the polynomial factor.

```lean
/-- Differentiating the Hermite Gaussian `Hₙ(z-c) exp(-(z-c)²)` with respect to
its centre `c` raises its order by one. -/
theorem hasDerivAt_hermiteGaussian (n : ℕ) (z c : ℂ) :
    HasDerivAt (fun c : ℂ => hermite n (z - c) * Complex.exp (-(z - c) ^ 2))
      (hermite (n + 1) (z - c) * Complex.exp (-(z - c) ^ 2)) c := by
  have hu : HasDerivAt (fun c : ℂ => z - c) (-1) c := by
    simpa using (hasDerivAt_id' c).const_sub z
  have hq : HasDerivAt (fun c : ℂ => -(z - c) ^ 2) (2 * (z - c)) c := by
    have h := (hu.fun_mul hu).fun_neg
    simp only [← sq] at h
    exact h.congr_deriv (by ring)
  have hH : HasDerivAt (fun c : ℂ => hermite n (z - c))
      ((2 * (z - c) * hermite n (z - c) - hermite (n + 1) (z - c)) * (-1)) c :=
    HasDerivAt.comp c (hasDerivAt_hermite n (z - c)) hu
  -- the terms with the factor `2(z-c)` cancel
  exact (hH.fun_mul hq.cexp).congr_deriv (by ring)
```

Induction on `n` turns this single step into a formula for all centre derivatives.

```lean
/-- The `n`-th derivative of the Gaussian `exp(-(z-c)²)` with respect to its
centre `c` is the Hermite Gaussian `Hₙ(z-c) exp(-(z-c)²)`. -/
theorem iteratedDeriv_gaussian (n : ℕ) (z : ℂ) :
    iteratedDeriv n (fun c : ℂ => Complex.exp (-(z - c) ^ 2)) =
      fun c => hermite n (z - c) * Complex.exp (-(z - c) ^ 2) := by
  induction n with
  | zero => simp [hermite]
  | succ n ih =>
    funext c
    rw [iteratedDeriv_succ, ih]
    exact (hasDerivAt_hermiteGaussian n z c).deriv
```

`HasSum f a` means that the series with terms `f n` converges to `a` irrespective of the order of summation. In the proof, `h` is the Taylor series multiplied by $e^{x^2}$, `hf` matches its terms, and `hv` matches its value.

```lean
/-- Generating function for complex arguments: the series of `Hₙ(x) tⁿ/n!`
converges to `exp(2xt - t²)` for all complex `x` and `t`. -/
theorem hasSum_hermite_complex (x t : ℂ) :
    HasSum (fun n : ℕ => hermite n x * t ^ n / (n.factorial : ℂ))
      (Complex.exp (2 * x * t - t ^ 2)) := by
  have hd : Differentiable ℂ (fun c : ℂ => Complex.exp (-(x - c) ^ 2)) := by
    fun_prop
  -- Taylor series in the centre of the Gaussian, multiplied by `exp(x²)`
  have h := (Complex.hasSum_taylorSeries_of_entire hd 0 t).mul_left
    (Complex.exp (x ^ 2))
  have e : Complex.exp (x ^ 2) * Complex.exp (-x ^ 2) = 1 := by
    rw [← Complex.exp_add]
    simp
  have hf : (fun n : ℕ => hermite n x * t ^ n / (n.factorial : ℂ)) =
      fun n : ℕ => Complex.exp (x ^ 2) * ((n.factorial : ℂ)⁻¹ • (t - 0) ^ n •
        iteratedDeriv n (fun c : ℂ => Complex.exp (-(x - c) ^ 2)) 0) := by
    funext n
    rw [iteratedDeriv_gaussian]
    simp only [smul_eq_mul, sub_zero]
    linear_combination (-(hermite n x * t ^ n / (n.factorial : ℂ))) * e
  have hv : Complex.exp (2 * x * t - t ^ 2) =
      Complex.exp (x ^ 2) * Complex.exp (-(x - t) ^ 2) := by
    rw [← Complex.exp_add]
    congr 1
    ring
  rw [hf, hv]
  exact h
```

To return to real arguments, we check that evaluating $H_n$ commutes with the embedding of the reals in the complex numbers.

```lean
/-- At a real argument the complex Hermite polynomial takes the value of the
real one. -/
theorem ofReal_hermite (n : ℕ) (x : ℝ) :
    ((hermite n x : ℝ) : ℂ) = hermite n (x : ℂ) := by
  induction n using Nat.twoStepInduction with
  | zero => simp [hermite]
  | one => simp [hermite]
  | more n ih0 ih1 =>
    rw [hermite_add_two, hermite_add_two, ← ih0, ← ih1]
    push_cast
    ring
```

The real theorem then follows from the complex one.

```lean
/-- Generating function of the Hermite polynomials: for all real `x` and `t` the
series of `Hₙ(x) tⁿ/n!` converges to `exp(2xt - t²)`. -/
theorem hasSum_hermite (x t : ℝ) :
    HasSum (fun n : ℕ => hermite n x * t ^ n / (n.factorial : ℝ))
      (Real.exp (2 * x * t - t ^ 2)) := by
  refine Complex.hasSum_ofReal.mp ?_
  convert hasSum_hermite_complex (x : ℂ) (t : ℂ) using 1
  · funext n
    simp [ofReal_hermite]
  · simp
```

In the last theorem, `hα` excludes Gaussians that grow with distance and supplies $(\sqrt\alpha)^2=\alpha$; at $\alpha=0$ both sides equal 1. Convergence is stated pointwise in `x`, with no estimate of the truncation error.

```lean
/-- A Gaussian of exponent `α ≥ 0` centred at `A + d` is the sum of the Hermite
Gaussians centred at `A`, weighted by `(√α d)ⁿ/n!`. -/
theorem hasSum_displaced_gaussian (α A d x : ℝ) (hα : 0 ≤ α) :
    HasSum (fun n : ℕ => (√α * d) ^ n / (n.factorial : ℝ) *
        (hermite n (√α * (x - A)) * Real.exp (-α * (x - A) ^ 2)))
      (Real.exp (-α * (x - (A + d)) ^ 2)) := by
  have hs : √α ^ 2 = α := Real.sq_sqrt hα
  have h := (hasSum_hermite (√α * (x - A)) (√α * d)).mul_right
    (Real.exp (-α * (x - A) ^ 2))
  have hf : (fun n : ℕ => (√α * d) ^ n / (n.factorial : ℝ) *
        (hermite n (√α * (x - A)) * Real.exp (-α * (x - A) ^ 2))) =
      fun n : ℕ => hermite n (√α * (x - A)) * (√α * d) ^ n / (n.factorial : ℝ) *
        Real.exp (-α * (x - A) ^ 2) := by
    funext n
    ring
  -- complete the square in the exponent
  have hv : Real.exp (-α * (x - (A + d)) ^ 2) =
      Real.exp (2 * (√α * (x - A)) * (√α * d) - (√α * d) ^ 2) *
        Real.exp (-α * (x - A) ^ 2) := by
    rw [← Real.exp_add]
    congr 1
    linear_combination (d ^ 2 - 2 * (x - A) * d) * hs
  rw [hf, hv]
  exact h

end HermiteGeneratingFunction
```

```lean
#print axioms HermiteGeneratingFunction.hasSum_hermite
#print axioms HermiteGeneratingFunction.hasSum_displaced_gaussian
```

```
'HermiteGeneratingFunction.hasSum_hermite' depends on axioms: [propext, Classical.choice, Quot.sound]
'HermiteGeneratingFunction.hasSum_displaced_gaussian' depends on axioms: [propext, Classical.choice, Quot.sound]
```

## Many Gaussians, one centre

The fast Gauss transform uses this expansion to sum many Gaussians of the same exponent $\alpha$, with weights $q_j$ and centres $A+d_j$ near a common $A$. In a simple version, without the further conversion to local Taylor series, a program accumulates the coefficients

$$C_n=\sum_j q_j\frac{(\sqrt\alpha\,d_j)^n}{n!}$$

up to a chosen order. At each evaluation point it generates $H_n$ by the recurrence and sums $C_nH_n(\sqrt\alpha(x-A))e^{-\alpha(x-A)^2}$, without revisiting the individual sources. The theorem above guarantees convergence but gives no error bound from which to choose the cutoff order.
